# Berlin's asymptotic cone for a distant electron and two equal nuclei

Two identical nuclei are held at a fixed separation, and an electron attracts both of them. If the electron sits between the nuclei, it pulls them together. If it sits on the axis beyond one of them, it pulls the nearer nucleus harder than the farther one and so drives them apart. When the electron is far away, its direction decides which of the two happens.

Put the nuclei, of charge Z, at z = a and z = −a with a > 0. Let the electron be at distance r from the midpoint and at polar angle θ from the axis. Write rA and rB for its distances to the two nuclei, and f for the sum of its pulls on the two nuclei, each counted along the axis and positive towards the other nucleus, in atomic units. Then, as r → ∞ at fixed θ,

r³ f → 2aZ(1 − 3cos²θ).

The sign changes on the double cone 3cos²θ = 1, whose half-angle is about 54.7°. Directions near the axis are antibinding, and directions near the equatorial plane are binding.

For an exact electronic eigenstate with clamped nuclei, the Hellmann-Feynman theorem gives the electronic part of this sum of two forces as the integral of f weighted by the electron density. The electronic part of the derivative of the energy with respect to the internuclear distance is half that integral. The result here concerns a single distant point of that density in a homonuclear diatomic, with no integral taken and the nuclear repulsion left out.

## Distances, energy and force

```lean
import Mathlib

open Filter Topology

namespace BerlinCone

noncomputable section
```

The first line loads the mathematical library Mathlib. The second makes its notation for limits available.

```lean
/-- Distance from an electron at polar coordinates `(r, θ)` to a nucleus on the axis at
height `b`. -/
def nucDist (b r θ : ℝ) : ℝ :=
  Real.sqrt ((r * Real.sin θ) ^ 2 + (r * Real.cos θ - b) ^ 2)
```

A Lean definition lists its arguments with their types, here three real numbers, and then the type of the result. For a nucleus at height b on the axis, this one reads

distance = √((r sin θ)² + (r cos θ − b)²).

Arguments are written without commas, so rA is `nucDist a r θ` and rB is `nucDist (-a) r θ`.

```lean
/-- Attraction energy (atomic units) of an electron to charges `ZA` at `z = a` and `ZB` at
`z = -a`, for an electron that sits on neither nucleus. -/
def attraction (ZA ZB a r θ : ℝ) : ℝ :=
  -ZA / nucDist a r θ - ZB / nucDist (-a) r θ
```

This is the Coulomb energy of an electron of charge −1 with two point charges,

V = −ZA/rA − ZB/rB.

The charges may differ for now.

```lean
/-- Berlin's binding force of an electron on charges `ZA` at `z = a` and `ZB` at `z = -a`,
for an electron that sits on neither nucleus. -/
def bindingForce (ZA ZB a r θ : ℝ) : ℝ :=
  ZA * (a - r * Real.cos θ) / nucDist a r θ ^ 3
    + ZB * (a + r * Real.cos θ) / nucDist (-a) r θ ^ 3
```

In ordinary notation,

f = ZA(a − r cos θ)/rA³ + ZB(a + r cos θ)/rB³.

For a > 0, each term is the component of the electron's pull on one nucleus that points towards the other nucleus. A positive f therefore binds.

```lean
/-- Inverse cube of the electron-nucleus distance in units of `r`, for a nucleus at height
`x` in the same units and `c = cos θ`; its domain is `1 - 2 c x + x ^ 2 > 0`. -/
def invCube (c x : ℝ) : ℝ :=
  1 / Real.sqrt (1 - 2 * c * x + x ^ 2) ^ 3
```

With c = cos θ held fixed, call this function g:

g(x) = (1 − 2cx + x²)^(−3/2).

It is the inverse cube of the distance to a nucleus when all lengths are measured in units of r. A distant electron corresponds to small x.

## The force as an energy derivative

```lean
/-- Rate of change of the electron-nucleus distance when the nucleus moves along the axis,
for an electron that does not sit on the nucleus. -/
theorem nucDist_hasDerivAt {b r θ : ℝ} (hb : nucDist b r θ ≠ 0) :
    HasDerivAt (fun s => nucDist s r θ) ((b - r * Real.cos θ) / nucDist b r θ) b := by
  have h1 : HasDerivAt (fun s : ℝ => (r * Real.sin θ) ^ 2 + (r * Real.cos θ - s) ^ 2)
      (2 * (b - r * Real.cos θ)) b := by
    have h := (hasDerivAt_id' b).const_sub (r * Real.cos θ)
    simp only [pow_two]
    exact ((h.fun_mul h).const_add _).congr_deriv (by ring)
  have hne : (r * Real.sin θ) ^ 2 + (r * Real.cos θ - b) ^ 2 ≠ 0 := by
    intro h0
    apply hb
    unfold nucDist
    rw [h0, Real.sqrt_zero]
  exact (h1.sqrt hne).congr_deriv (mul_div_mul_left _ _ two_ne_zero)
```

A theorem lists its variables and hypotheses in brackets after its name, and its claim follows the colon after them. The hypothesis `hb` says that the electron is not on the nucleus. The claim `HasDerivAt F F' b` means that the function F has derivative F' at b.

By hand, let D(s) = (r sin θ)² + (r cos θ − s)². Then D′(b) = 2(b − r cos θ), and

d√D/ds = D′/(2√D) = (b − r cos θ)/√D at s = b.

In the proof, `h1` is the derivative of D, and `hne` says that D is not zero, which the derivative of the square root needs. The last line applies the chain rule and cancels the 2.

```lean
/-- The binding force is the derivative of the attraction energy with respect to `a`, half the
internuclear distance, at fixed position of an electron that sits on neither nucleus. -/
theorem attraction_hasDerivAt (ZA ZB : ℝ) {a r θ : ℝ}
    (hA : nucDist a r θ ≠ 0) (hB : nucDist (-a) r θ ≠ 0) :
    HasDerivAt (fun s => attraction ZA ZB s r θ) (bindingForce ZA ZB a r θ) a := by
  have hA' := nucDist_hasDerivAt hA
  have hB' : HasDerivAt (fun s => nucDist (-s) r θ)
      ((-a - r * Real.cos θ) / nucDist (-a) r θ * (-1)) a := by
    have h := (nucDist_hasDerivAt hB).comp a (hasDerivAt_neg' a)
    exact h
  refine (((hasDerivAt_const a (-ZA)).fun_div hA' hA).fun_sub
    ((hasDerivAt_const a ZB).fun_div hB' hB)).congr_deriv ?_
  simp only [bindingForce]
  ring
```

This ties the formula for f to electrostatics: with the electron held fixed, dV/da = f. For the nucleus at a,

d(−ZA/rA)/da = (ZA/rA²)(drA/da) = ZA(a − r cos θ)/rA³.

The other nucleus is at −a, so the chain rule brings an extra factor −1:

drB/da = −(−a − r cos θ)/rB = (a + r cos θ)/rB.

Its term is then ZB(a + r cos θ)/rB³, and the sum is f. The facts `hA'` and `hB'` are the two distance derivatives, and the quotient rule does the rest.

The derivative is taken with respect to a, half the internuclear distance R = 2a, so f = 2 dV/dR. If f is positive, the energy rises as the nuclei separate, in agreement with the reading of f as a binding force.

## Lengths in units of r

```lean
/-- The distance to a nucleus at height `r q` is `r` times a function of `q` and `θ`, by the
law of cosines. -/
theorem nucDist_scaling {r : ℝ} (hr : 0 ≤ r) (q θ : ℝ) :
    nucDist (r * q) r θ = r * Real.sqrt (1 - 2 * Real.cos θ * q + q ^ 2) := by
  have h : (r * Real.sin θ) ^ 2 + (r * Real.cos θ - r * q) ^ 2
      = r ^ 2 * (1 - 2 * Real.cos θ * q + q ^ 2) := by
    linear_combination r ^ 2 * Real.sin_sq_add_cos_sq θ
  unfold nucDist
  rw [h, Real.sqrt_mul (sq_nonneg r), Real.sqrt_sq hr]
```

For a nucleus at height rq, the law of cosines gives

(r sin θ)² + (r cos θ − rq)² = r²(1 − 2q cos θ + q²).

Taking the root gives r√(1 − 2q cos θ + q²), where r ≥ 0 ensures that √(r²) = r. The tactic `linear_combination` confirms the first equation as r² times the identity sin²θ + cos²θ = 1.

```lean
/-- For `r > 0`, the force times `r ^ 2` depends on the distances only through `a / r`. -/
theorem scaled_force (ZA ZB a θ : ℝ) {r : ℝ} (hr : 0 < r) :
    r ^ 2 * bindingForce ZA ZB a r θ
      = ZA * (a / r - Real.cos θ) * invCube (Real.cos θ) (a / r)
        + ZB * (a / r + Real.cos θ) * invCube (Real.cos θ) (-a / r) := by
  have hr0 : r ≠ 0 := hr.ne'
  -- the powers of r cancel in the contribution of each nucleus
  have pull : ∀ Z S y : ℝ, r ^ 2 * (Z * (r * y) / (r * S) ^ 3) = Z * y * (1 / S ^ 3) := by
    intro Z S y
    calc r ^ 2 * (Z * (r * y) / (r * S) ^ 3)
        = (r * r⁻¹) ^ 3 * (Z * y * (1 / S ^ 3)) := by ring
      _ = Z * y * (1 / S ^ 3) := by rw [mul_inv_cancel₀ hr0, one_pow, one_mul]
  have key : ∀ q : ℝ, r ^ 2 * bindingForce ZA ZB (r * q) r θ
      = ZA * (q - Real.cos θ) * invCube (Real.cos θ) q
        + ZB * (q + Real.cos θ) * invCube (Real.cos θ) (-q) := by
    intro q
    unfold bindingForce invCube
    rw [show -(r * q) = r * (-q) by ring, nucDist_scaling hr.le q,
      nucDist_scaling hr.le (-q)]
    linear_combination
      pull ZA (Real.sqrt (1 - 2 * Real.cos θ * q + q ^ 2)) (q - Real.cos θ)
      + pull ZB (Real.sqrt (1 - 2 * Real.cos θ * (-q) + (-q) ^ 2)) (q + Real.cos θ)
  have h := key (a / r)
  rwa [show r * (a / r) = a by field_simp, ← neg_div] at h
```

Set q = a/r. The numerators of f become r(q − c) and r(q + c), and each denominator contributes r³. One factor of r above and three below leave 1/r², so

r² f = ZA(q − c) g(q) + ZB(q + c) g(−q).

In the proof, `pull` cancels the powers of r for one nucleus, `key` gives the formula for any q, and the last two lines insert q = a/r.

## Each nucleus to first order

```lean
/-- The scaled inverse cube has slope `3 c` where the nucleus is at the origin. -/
theorem invCube_hasDerivAt (c : ℝ) : HasDerivAt (invCube c) (3 * c) 0 := by
  have hp : HasDerivAt (fun x : ℝ => 1 - 2 * c * x + x ^ 2) (-2 * c) 0 := by
    have hid := hasDerivAt_id' (0 : ℝ)
    simp only [pow_two]
    exact (((hid.const_mul (2 * c)).const_sub 1).fun_add (hid.fun_mul hid)).congr_deriv
      (by ring)
  have h3 := (hp.sqrt (by norm_num)).fun_pow 3
  exact ((hasDerivAt_const (0 : ℝ) (1 : ℝ)).fun_div h3 (by norm_num)).congr_deriv
    (by norm_num; ring)
```

Differentiating g gives

g′(x) = −(3/2)(1 − 2cx + x²)^(−5/2)(−2c + 2x), so g′(0) = 3c.

Lean goes through the same function in stages. At x = 0 the polynomial has slope −2c, its root −c, the cube of the root −3c, and the reciprocal of the cube 3c.

```lean
/-- Far from a nucleus at fixed height `b`, the scaled inverse cube tends to one. -/
theorem invCube_tendsto (c b : ℝ) :
    Tendsto (fun r : ℝ => invCube c (b / r)) atTop (𝓝 1) := by
  have h1 : invCube c 0 = 1 := by simp [invCube]
  have h := (invCube_hasDerivAt c).continuousAt.tendsto
  rw [h1] at h
  exact h.comp (tendsto_const_nhds.div_atTop tendsto_id)
```

`Tendsto F atTop (𝓝 L)` says that F(r) → L as r → ∞. Here b/r → 0, and g is continuous at 0 because it is differentiable there, so g(b/r) → g(0) = 1.

```lean
/-- The deviation of the scaled inverse cube from one, multiplied by `r`, tends to `3 c b` as
`r → ∞`, for a nucleus at fixed height `b`. -/
theorem invCube_first_order (c b : ℝ) :
    Tendsto (fun r : ℝ => r * (invCube c (b / r) - 1)) atTop (𝓝 (3 * c * b)) := by
  have h1 : invCube c 0 = 1 := by simp [invCube]
  have hd : HasDerivAt (fun u : ℝ => invCube c (b * u)) (3 * c * b) 0 := by
    have h0 : HasDerivAt (invCube c) (3 * c) (b * 0) := by
      rw [mul_zero]
      exact invCube_hasDerivAt c
    have hl : HasDerivAt (fun u : ℝ => b * u) b 0 :=
      ((hasDerivAt_id' (0 : ℝ)).const_mul b).congr_deriv (mul_one b)
    have h := h0.comp 0 hl
    exact h
  -- the difference quotient at u = 1 / r
  have hu : Tendsto (fun r : ℝ => r⁻¹) atTop (𝓝[>] 0) :=
    tendsto_nhdsWithin_iff.2 ⟨tendsto_inv_atTop_zero,
      (eventually_gt_atTop 0).mono fun r hr => inv_pos.2 hr⟩
  refine (hd.tendsto_slope_zero_right.comp hu).congr fun r => ?_
  simp only [Function.comp_apply, inv_inv, zero_add, mul_zero, h1, smul_eq_mul,
    div_eq_mul_inv]
```

The next order comes from the derivative. With u = 1/r,

r(g(b/r) − 1) = (g(bu) − g(0))/u.

This is the difference quotient of u ↦ g(bu) at 0, so it tends to 3cb. In the proof, `hd` is that derivative, and `hu` says that 1/r approaches 0 from the positive side.

## The cone for equal charges

```lean
/-- Berlin's asymptotic cone: for equal charges `Z` at `z = a` and `z = -a`, the binding force
times `r ^ 3` tends to `2 a Z (1 - 3 cos² θ)` as the electron recedes at fixed `θ`. -/
theorem berlin_asymptotic_cone (Z a θ : ℝ) :
    Tendsto (fun r : ℝ => r ^ 3 * bindingForce Z Z a r θ) atTop
      (𝓝 (2 * a * Z * (1 - 3 * Real.cos θ ^ 2))) := by
  have hsum := ((invCube_tendsto (Real.cos θ) a).add
    (invCube_tendsto (Real.cos θ) (-a))).const_mul a
  have hdiff := ((invCube_first_order (Real.cos θ) a).sub
    (invCube_first_order (Real.cos θ) (-a))).const_mul (Real.cos θ)
  have h := (hsum.sub hdiff).const_mul Z
  rw [show 2 * a * Z * (1 - 3 * Real.cos θ ^ 2) = Z * (a * (1 + 1)
    - Real.cos θ * (3 * Real.cos θ * a - 3 * Real.cos θ * (-a))) by ring]
  refine h.congr' ?_
  filter_upwards [eventually_gt_atTop (0 : ℝ)] with r hr
  have hr0 : r ≠ 0 := hr.ne'
  have hq : r * (a / r) = a := by field_simp
  have hf := scaled_force Z Z a θ hr
  linear_combination (-r) * hf
    - Z * (invCube (Real.cos θ) (a / r) + invCube (Real.cos θ) (-a / r)) * hq
```

Take ZA = ZB = Z, multiply the formula for r² f by r, and use rq = a:

r³ f = Z { a[g(q) + g(−q)] − c[r(g(q) − 1) − r(g(−q) − 1)] }.

The two subtracted ones cancel each other, so writing them in changes nothing. The first bracket tends to 2. The second tends to 3ca − 3c(−a) = 6ca. Hence

r³ f → Z(2a − 6ac²) = 2aZ(1 − 3cos²θ).

These two limits are `hsum` and `hdiff`. The rewritten expression has to equal r³ f only for r > 0, which is what `filter_upwards` supplies, and the final `linear_combination` checks the algebra.

Physically, a distant electron pulls both equal nuclei with almost the same strength and in almost the same direction, and the part common to both pulls does not change their separation. What survives is the small difference between the two pulls, a tidal force that stretches the pair along the line to the electron and squeezes it across that line.

The limit holds for all real Z, a and θ. Positive Z and a matter only when its sign is to be read as binding or antibinding.

```lean
/-- For equal positive charges and `a > 0`, a sufficiently distant electron at fixed `θ` is
binding if `3 cos² θ < 1` and antibinding if `3 cos² θ > 1`. -/
theorem eventual_sign {Z a : ℝ} (hZ : 0 < Z) (ha : 0 < a) (θ : ℝ) :
    (3 * Real.cos θ ^ 2 < 1 → ∀ᶠ r in atTop, 0 < bindingForce Z Z a r θ) ∧
    (1 < 3 * Real.cos θ ^ 2 → ∀ᶠ r in atTop, bindingForce Z Z a r θ < 0) := by
  have hlim := berlin_asymptotic_cone Z a θ
  have hk : 0 < 2 * a * Z := by positivity
  constructor
  · intro hc
    have hpos := mul_pos hk (sub_pos.2 hc)
    filter_upwards [hlim.eventually (lt_mem_nhds hpos), eventually_gt_atTop (0 : ℝ)]
      with r h hr
    by_contra hn
    exact not_le_of_gt h (mul_nonpos_of_nonneg_of_nonpos (pow_pos hr 3).le (not_lt.1 hn))
  · intro hc
    have hneg := mul_neg_of_pos_of_neg hk (sub_neg.2 hc)
    filter_upwards [hlim.eventually (gt_mem_nhds hneg), eventually_gt_atTop (0 : ℝ)]
      with r h hr
    by_contra hn
    exact not_le_of_gt h (mul_nonneg (pow_pos hr 3).le (not_lt.1 hn))
```

The notation `∀ᶠ r in atTop` means "for all sufficiently large r". For Z > 0 and a > 0, the theorem says that such an electron is binding if 3cos²θ < 1 and antibinding if 3cos²θ > 1. Off the cone the limit of r³ f is not zero, so r³ f eventually has the sign of its limit. Since r³ > 0, f has that sign too. The proof obtains this last step by contradiction, once for each sign.

How large r must be depends on θ and a, but not on Z, which only multiplies f by a positive constant. On the cone itself the limit is zero, and the theorem makes no claim about the sign there.

The hypothesis a > 0 is needed. For a = 0 both nuclei sit at the origin, and for every r > 0

f = −Z cos θ/r² + Z cos θ/r² = 0.

Such an electron is neither binding nor antibinding, whatever its direction.

## Unequal charges

```lean
/-- For arbitrary charges `ZA` at `z = a` and `ZB` at `z = -a`, the binding force times `r ^ 2`
tends to `(ZB - ZA) cos θ` as the electron recedes at fixed `θ`. -/
theorem heteronuclear_limit (ZA ZB a θ : ℝ) :
    Tendsto (fun r : ℝ => r ^ 2 * bindingForce ZA ZB a r θ) atTop
      (𝓝 ((ZB - ZA) * Real.cos θ)) := by
  have hq : Tendsto (fun r : ℝ => a / r) atTop (𝓝 0) :=
    tendsto_const_nhds.div_atTop tendsto_id
  have h := (((hq.sub_const (Real.cos θ)).const_mul ZA).mul
    (invCube_tendsto (Real.cos θ) a)).add
    (((hq.add_const (Real.cos θ)).const_mul ZB).mul (invCube_tendsto (Real.cos θ) (-a)))
  rw [show (ZB - ZA) * Real.cos θ
    = ZA * (0 - Real.cos θ) * 1 + ZB * (0 + Real.cos θ) * 1 by ring]
  refine h.congr' ?_
  filter_upwards [eventually_gt_atTop (0 : ℝ)] with r hr
  exact (scaled_force ZA ZB a θ hr).symm

end

end BerlinCone
```

For arbitrary charges, let q → 0 in the formula for r² f. Both values of g tend to 1, so

r² f → ZA(−c) + ZB c = (ZB − ZA) cos θ.

The proof combines the same limits, taking those of g from `invCube_tendsto`.

When the charges differ, the force falls off as 1/r² in every direction with cos θ ≠ 0, and the plane cos θ = 0 replaces the cone at this order. If ZB > ZA > 0, a distant electron on the side of the smaller charge, cos θ > 0, is binding because it pulls the larger charge more strongly towards the smaller one. For equal charges the limit is zero, and the factor r³ is needed to see the cone.

```lean
#print axioms BerlinCone.attraction_hasDerivAt
#print axioms BerlinCone.berlin_asymptotic_cone
#print axioms BerlinCone.eventual_sign
#print axioms BerlinCone.heteronuclear_limit
```

```
'BerlinCone.attraction_hasDerivAt' depends on axioms: [propext, Classical.choice, Quot.sound]
'BerlinCone.berlin_asymptotic_cone' depends on axioms: [propext, Classical.choice, Quot.sound]
'BerlinCone.eventual_sign' depends on axioms: [propext, Classical.choice, Quot.sound]
'BerlinCone.heteronuclear_limit' depends on axioms: [propext, Classical.choice, Quot.sound]
```
